# Radial momentum: the normalizable solutions of Pf = if form a line, those of Pf = −if only zero

Q: Which operator is this, and what counts as normalizable?

A: For a particle in three dimensions with wave function \(f(r)\), the radial momentum is, with \(\hbar=1\),
\[ Pf=-\frac{i}{r}\,(rf)',\qquad r>0. \]
The question is whether \(P\) can be an observable, that is, whether it can be made self-adjoint. The volume element gives the norm \(\int_0^\infty |rf|^2\,dr\), up to \(4\pi\), so normalizable means that \(u=rf\) is square integrable.

In Lean, `radialMomentum` is \(P\), and `radialWave z` is \(e^{izr}/r\) for complex \(z\). Functions live on all of ℝ, but only \(r>0\) is physical, so the wave is set to zero elsewhere.

```lean
import Mathlib

open Complex MeasureTheory Set
open scoped Topology

namespace RadialMomentum

noncomputable section

/-- The radial momentum `P f = -i (1/r) (r f)'`, meant for `r > 0`. -/
def radialMomentum (f : ℝ → ℂ) (r : ℝ) : ℂ :=
  -I * ((1 / (r : ℂ)) * deriv (fun s : ℝ => (s : ℂ) * f s) r)

/-- The wave `exp(i z r) / r` on `r > 0`, continued by zero to `r ≤ 0`. -/
def radialWave (z : ℂ) (r : ℝ) : ℂ :=
  if 0 < r then Complex.exp (I * z * r) / r else 0
```

Q: Is this the textbook operator \(-i(\partial_r+1/r)\)?

A: Yes, wherever \(f\) is differentiable. The product rule gives \((rf)'=f+rf'\), and dividing by \(r\) gives \(Pf=-i(f'+f/r)\). The three lemmas differentiate \(r\), \(e^{wr}\) and \(rf\); the theorem then divides.

```lean
lemma hasDerivAt_coe (r : ℝ) : HasDerivAt (fun s : ℝ => (s : ℂ)) 1 r := by
  simpa using (hasDerivAt_id' r).ofReal_comp

lemma hasDerivAt_wave (w : ℂ) (r : ℝ) :
    HasDerivAt (fun s : ℝ => Complex.exp (w * s)) (w * Complex.exp (w * r)) r :=
  ((hasDerivAt_coe r).const_mul w).cexp.congr_deriv (by ring)

lemma hasDerivAt_reduced {f : ℝ → ℂ} {r : ℝ} (hf : DifferentiableAt ℝ f r) :
    HasDerivAt (fun s : ℝ => (s : ℂ) * f s) (f r + r * deriv f r) r :=
  ((hasDerivAt_coe r).fun_mul hf.hasDerivAt).congr_deriv (by ring)

/-- At `r > 0`, where `f` is differentiable, `P f = -i (f' + f / r)`. -/
theorem radialMomentum_eq {f : ℝ → ℂ} {r : ℝ} (hr : 0 < r)
    (hf : DifferentiableAt ℝ f r) :
    radialMomentum f r = -I * (deriv f r + f r / r) := by
  have hr0 : (r : ℂ) ≠ 0 := ofReal_ne_zero.2 hr.ne'
  have e : (1 / (r : ℂ)) * (f r + r * deriv f r) = deriv f r + f r / r := by
    field_simp
    ring
  rw [radialMomentum, (hasDerivAt_reduced hf).deriv, e]
```

Q: It looks symmetric. Where could self-adjointness fail?

A: At the origin. Since \(r^2f^*Pg=-i(rf)^*(rg)'\) and \(r^2(Pf)^*g=i\,((rf)^*)'\,(rg)\),
\[ r^2\left(f^*Pg-(Pf)^*g\right)=\frac{d}{dr}\left[-i\,(rf)^*(rg)\right]. \]
Integrated over the half-line, this leaves a boundary term at \(r=0\), which vanishes if \(rf\to0\) there and \(rg\) stays bounded, given decay at infinity. Lean proves the pointwise identity, with `star` as complex conjugation.

```lean
/-- Lagrange identity: for `f`, `g` differentiable at `r > 0`, the density
`r² (f* P g - (P f)* g)` is the derivative of `-i (r f)* (r g)`. -/
theorem lagrange_identity {f g : ℝ → ℂ} {r : ℝ} (hr : 0 < r)
    (hf : DifferentiableAt ℝ f r) (hg : DifferentiableAt ℝ g r) :
    HasDerivAt (fun s : ℝ => -I * (star ((s : ℂ) * f s) * ((s : ℂ) * g s)))
      ((r : ℂ) ^ 2 * (star (f r) * radialMomentum g r - star (radialMomentum f r) * g r)) r := by
  have hr0 : (r : ℂ) ≠ 0 := ofReal_ne_zero.2 hr.ne'
  have hs : HasDerivAt (fun s : ℝ => star ((s : ℂ) * f s)) (star (f r + r * deriv f r)) r :=
    (hasDerivAt_reduced hf).star
  refine ((hs.fun_mul (hasDerivAt_reduced hg)).const_mul (-I)).congr_deriv ?_
  rw [radialMomentum_eq hr hf, radialMomentum_eq hr hg]
  simp only [Complex.star_def, map_add, map_mul, map_neg, map_div₀, conj_I, conj_ofReal]
  field_simp
  ring
```

Q: How do you know you have every solution of \(Pf=zf\)?

A: In terms of \(u\) the equation reads \(u'=izu\). Hence
\[ (e^{-izr}u)'=e^{-izr}(u'-izu)=0, \]
so \(e^{-izr}u\) is a constant \(c\), and \(f=c\,e^{izr}/r\). Conversely, this \(f\) has \(u'=izu\), so \(Pf=-i(iz)u/r=zf\). Lean follows the same route: `hg` is the zero derivative, and `hc` compares the value at \(r\) with the value at 1, using that the half-line is connected.

```lean
/-- For `f` differentiable on `r > 0`, the equation `P f = z f` holds there exactly when
`f = c exp(i z r) / r` for some constant `c`. -/
theorem eigen_iff (z : ℂ) {f : ℝ → ℂ} (hf : ∀ r : ℝ, 0 < r → DifferentiableAt ℝ f r) :
    (∀ r : ℝ, 0 < r → radialMomentum f r = z * f r) ↔
      ∃ c : ℂ, ∀ r : ℝ, 0 < r → f r = c * Complex.exp (I * z * r) / r := by
  constructor
  · intro h
    -- the product of `r f` with `exp(-i z r)` has zero derivative
    have hg : ∀ s : ℝ, 0 < s → HasDerivAt
        (fun s : ℝ => Complex.exp (-(I * z) * s) * ((s : ℂ) * f s)) 0 s := by
      intro s hs
      have hs0 : (s : ℂ) ≠ 0 := ofReal_ne_zero.2 hs.ne'
      have h1 := h s hs
      rw [radialMomentum_eq hs (hf s hs)] at h1
      have e : (s : ℂ) * (deriv f s + f s / s) = f s + s * deriv f s := by
        field_simp
        ring
      have h2 : f s + s * deriv f s = I * z * (s * f s) := by
        linear_combination I * s * h1 - e + s * (deriv f s + f s / s) * I_sq
      refine ((hasDerivAt_wave _ s).fun_mul (hasDerivAt_reduced (hf s hs))).congr_deriv ?_
      linear_combination Complex.exp (-(I * z) * s) * h2
    refine ⟨Complex.exp (-(I * z) * (1 : ℝ)) * (((1 : ℝ) : ℂ) * f 1), fun r hr => ?_⟩
    have hc := isOpen_Ioi.is_const_of_deriv_eq_zero isPreconnected_Ioi
      (fun s hs => (hg s hs).differentiableAt.differentiableWithinAt)
      (fun s hs => (hg s hs).deriv) (mem_Ioi.2 hr) (mem_Ioi.2 one_pos)
    have hE : Complex.exp (-(I * z) * r) * Complex.exp (I * z * r) = 1 := by
      rw [← Complex.exp_add, show -(I * z) * (r : ℂ) + I * z * r = 0 by ring, Complex.exp_zero]
    rw [eq_div_iff (ofReal_ne_zero.2 hr.ne')]
    linear_combination Complex.exp (I * z * r) * hc - (r * f r) * hE
  · rintro ⟨c, hc⟩ r hr
    have he : (fun s : ℝ => (s : ℂ) * f s) =ᶠ[𝓝 r]
        fun s : ℝ => c * Complex.exp (I * z * s) := by
      filter_upwards [Ioi_mem_nhds hr] with s hs
      rw [hc s hs, mul_div_cancel₀ _ (ofReal_ne_zero.2 (ne_of_gt hs))]
    rw [radialMomentum, he.deriv_eq, ((hasDerivAt_wave (I * z) r).const_mul c).deriv, hc r hr]
    linear_combination (-(z * c * Complex.exp (I * z * r) / r)) * I_sq
```

Q: And which of them are normalizable?

A: The density is \(|u|^2=|c|^2e^{-2(\operatorname{Im}z)r}\). For \(\operatorname{Im}z>0\) its integral is \(|c|^2/(2\operatorname{Im}z)\). For \(\operatorname{Im}z\le0\) it never drops below \(|c|^2\), so the integral diverges unless \(c=0\). In the divergent case Lean notes that an integrable density can be at least \(|c|^2>0\) only on a set of finite length, whereas here that set contains the whole half-line.

```lean
/-- If `f = c exp(i z r) / r` on `r > 0`, then `r f` is square integrable on the half-line
exactly when `c = 0` or `Im z > 0`. -/
theorem squareIntegrable_iff (z c : ℂ) {f : ℝ → ℂ}
    (hf : ∀ r : ℝ, 0 < r → f r = c * Complex.exp (I * z * r) / r) :
    MemLp (fun r : ℝ => (r : ℂ) * f r) 2 (volume.restrict (Ioi 0)) ↔ c = 0 ∨ 0 < z.im := by
  have h0 : (fun r : ℝ => (r : ℂ) * f r) =ᵐ[volume.restrict (Ioi 0)]
      fun r : ℝ => c * Complex.exp (I * z * r) := by
    refine ae_restrict_of_forall_mem measurableSet_Ioi fun r hr => ?_
    show (r : ℂ) * f r = c * Complex.exp (I * z * r)
    rw [hf r hr, mul_div_cancel₀ _ (ofReal_ne_zero.2 (ne_of_gt hr))]
  have hm : Continuous fun r : ℝ => c * Complex.exp (I * z * r) := by fun_prop
  have hn : ∀ r : ℝ, ‖c * Complex.exp (I * z * r)‖ ^ 2
      = ‖c‖ ^ 2 * Real.exp (-(2 * z.im) * r) := by
    intro r
    have hre : (I * z * r).re = -z.im * r := by simp
    rw [norm_mul, mul_pow, Complex.norm_exp, hre, ← Real.exp_nat_mul]
    congr 2
    push_cast
    ring
  rw [memLp_congr_ae h0, memLp_two_iff_integrable_sq_norm hm.aestronglyMeasurable]
  simp only [hn]
  constructor
  · intro hI
    by_contra hcon
    obtain ⟨hc, hz⟩ := not_or.1 hcon
    -- for `Im z ≤ 0` the density never drops below `|c|²`
    have hpos : 0 < ‖c‖ ^ 2 := pow_pos (norm_pos_iff.2 hc) 2
    have hlt := hI.measure_norm_ge_lt_top hpos
    have hsub : Ioi (0 : ℝ) ⊆
        {r : ℝ | ‖c‖ ^ 2 ≤ ‖‖c‖ ^ 2 * Real.exp (-(2 * z.im) * r)‖} := by
      intro r hr
      show ‖c‖ ^ 2 ≤ ‖‖c‖ ^ 2 * Real.exp (-(2 * z.im) * r)‖
      rw [Real.norm_of_nonneg (by positivity)]
      have h1 : 0 ≤ -(2 * z.im) * r :=
        mul_nonneg (by linarith [not_lt.1 hz]) (le_of_lt hr)
      exact le_mul_of_one_le_right hpos.le (Real.one_le_exp h1)
    have hle := measure_mono (μ := volume.restrict (Ioi (0 : ℝ))) hsub
    rw [Measure.restrict_apply_self, Real.volume_Ioi] at hle
    exact absurd hlt (not_lt_of_ge hle)
  · rintro (hc | hz)
    · simp [hc]
    · exact Integrable.const_mul
        (exp_neg_integrableOn_Ioi 0 (by linarith : 0 < 2 * z.im)) _
```

Q: Does your solution space count dimensions honestly? Values at \(r\le0\) are arbitrary.

A: They are fixed to zero in `normalizableSolutions`, so they add nothing. Its three conditions are that zero continuation, the differential equation on \(r>0\), and `MemLp` with exponent 2 on the half-line. The remaining fields check closure under sums and multiples.

```lean
/-- The space of differentiable solutions of `P f = z f` on `r > 0` with `r f` square
integrable; functions are set to zero for `r ≤ 0`. -/
def normalizableSolutions (z : ℂ) : Submodule ℂ (ℝ → ℂ) where
  carrier := {f | (∀ r : ℝ, r ≤ 0 → f r = 0) ∧
    (∀ r : ℝ, 0 < r → DifferentiableAt ℝ f r ∧ radialMomentum f r = z * f r) ∧
    MemLp (fun r : ℝ => (r : ℂ) * f r) 2 (volume.restrict (Ioi 0))}
  zero_mem' := ⟨fun _ _ => rfl,
    fun r _ => ⟨differentiableAt_const 0, by simp [radialMomentum]⟩, by simp⟩
  add_mem' := by
    rintro f g ⟨f0, hf, f2⟩ ⟨g0, hg, g2⟩
    refine ⟨fun r hr => by simp [f0 r hr, g0 r hr], fun r hr => ?_, ?_⟩
    · have hd : HasDerivAt (f + g) (deriv f r + deriv g r) r :=
        (hf r hr).1.hasDerivAt.add (hg r hr).1.hasDerivAt
      have h1 := (hf r hr).2
      have h2 := (hg r hr).2
      rw [radialMomentum_eq hr (hf r hr).1] at h1
      rw [radialMomentum_eq hr (hg r hr).1] at h2
      refine ⟨hd.differentiableAt, ?_⟩
      rw [radialMomentum_eq hr hd.differentiableAt, hd.deriv, Pi.add_apply]
      linear_combination h1 + h2
    · convert f2.add g2 using 1
      funext r
      exact mul_add _ _ _
  smul_mem' := by
    rintro c f ⟨f0, hf, f2⟩
    refine ⟨fun r hr => by simp [f0 r hr], fun r hr => ?_, ?_⟩
    · have hd : HasDerivAt (c • f) (c * deriv f r) r := (hf r hr).1.hasDerivAt.const_smul c
      have h1 := (hf r hr).2
      rw [radialMomentum_eq hr (hf r hr).1] at h1
      refine ⟨hd.differentiableAt, ?_⟩
      rw [radialMomentum_eq hr hd.differentiableAt, hd.deriv, Pi.smul_apply, smul_eq_mul]
      linear_combination c * h1
    · convert f2.const_mul c using 1
      funext r
      exact mul_left_comm _ _ _
```

The two previous results then give a line for \(\operatorname{Im}z>0\) and only zero for \(\operatorname{Im}z\le0\).

```lean
/-- For `Im z > 0` the normalizable solutions of `P f = z f` are the multiples of
`exp(i z r) / r`. -/
theorem solutions_upper {z : ℂ} (hz : 0 < z.im) :
    normalizableSolutions z = Submodule.span ℂ {radialWave z} := by
  apply le_antisymm
  · rintro f ⟨f0, hf, -⟩
    obtain ⟨c, hc⟩ := (eigen_iff z fun r hr => (hf r hr).1).1 fun r hr => (hf r hr).2
    refine Submodule.mem_span_singleton.2 ⟨c, funext fun r => ?_⟩
    rw [Pi.smul_apply, smul_eq_mul, radialWave]
    split_ifs with hr
    · rw [hc r hr, mul_div_assoc]
    · rw [f0 r (not_lt.1 hr), mul_zero]
  · rw [Submodule.span_singleton_le_iff_mem]
    have hw : ∀ r : ℝ, 0 < r → radialWave z r = 1 * Complex.exp (I * z * r) / r :=
      fun r hr => by rw [radialWave, if_pos hr, one_mul]
    have hd : ∀ r : ℝ, 0 < r → DifferentiableAt ℝ (radialWave z) r := by
      intro r hr
      refine ((hasDerivAt_wave (I * z) r).fun_div (hasDerivAt_coe r)
        (ofReal_ne_zero.2 hr.ne')).differentiableAt.congr_of_eventuallyEq ?_
      filter_upwards [Ioi_mem_nhds hr] with s hs
      rw [hw s hs, one_mul]
    exact ⟨fun r hr => if_neg (not_lt.2 hr),
      fun r hr => ⟨hd r hr, (eigen_iff z hd).2 ⟨1, hw⟩ r hr⟩,
      (squareIntegrable_iff z 1 hw).2 (Or.inr hz)⟩

/-- For `Im z ≤ 0` the only normalizable solution of `P f = z f` is zero. -/
theorem solutions_lower {z : ℂ} (hz : z.im ≤ 0) : normalizableSolutions z = ⊥ := by
  rw [eq_bot_iff]
  rintro f ⟨f0, hf, f2⟩
  obtain ⟨c, hc⟩ := (eigen_iff z fun r hr => (hf r hr).1).1 fun r hr => (hf r hr).2
  have hc0 : c = 0 := ((squareIntegrable_iff z c hc).1 f2).resolve_right (not_lt.2 hz)
  refine (Submodule.mem_bot ℂ).2 (funext fun r => ?_)
  rcases le_or_gt r 0 with hr | hr
  · exact f0 r hr
  · rw [hc r hr, hc0, zero_mul, zero_div, Pi.zero_apply]
```

At \(z=i\) the line is spanned by \(e^{-r}/r\), or \(\sqrt2\,e^{-r}/r\) when normalised in the radial norm. `finrank` gives its dimension, once the spanning function is seen to be nonzero at \(r=1\).

```lean
/-- The normalizable solutions of `P f = i f` are the multiples of `exp(-r) / r` and form a
space of dimension one, while `P f = -i f` has only the zero solution. -/
theorem deficiency_one_zero :
    normalizableSolutions I = Submodule.span ℂ
      {fun r : ℝ => if 0 < r then Complex.exp (-(r : ℂ)) / r else 0} ∧
    Module.finrank ℂ (normalizableSolutions I) = 1 ∧
    normalizableSolutions (-I) = ⊥ := by
  have hw : radialWave I = fun r : ℝ => if 0 < r then Complex.exp (-(r : ℂ)) / r else 0 := by
    funext r
    simp [radialWave]
  have hI : normalizableSolutions I = Submodule.span ℂ {radialWave I} :=
    solutions_upper (by simp)
  refine ⟨by rw [hI, hw], ?_, solutions_lower (by simp)⟩
  rw [hI]
  refine finrank_span_singleton fun h => ?_
  have h1 := congrFun h 1
  simp [radialWave] at h1
```

Q: Are those really deficiency dimensions?

A: Deficiency spaces are kernels of \(P^*\mp i\), with \(P\) starting on, say, smooth functions supported away from \(0\) and infinity. Identifying them with these spaces needs the standard fact that weak solutions of this equation are classical ones; that step is not formalised here. Granted it, the unequal dimensions 1 and 0 mean, by von Neumann's criterion, that \(P\) has no self-adjoint extension.

The same integration settles a neighbouring case. On a finite interval \(0<r<R\) both \(e^{-r}/r\) and \(e^{r}/r\) are normalizable, so the dimensions are 1 and 1, and self-adjoint extensions exist.

Q: Yet \(P^2\) appears in the kinetic energy.

A: As a differential expression, yes. With \(g=Pf\),
\[ g'=-i\left(f''+\frac{f'}{r}-\frac{f}{r^2}\right),\qquad \frac{g}{r}=-i\left(\frac{f'}{r}+\frac{f}{r^2}\right), \]
so \(P(Pf)=-i(g'+g/r)=-(f''+2f'/r)\). This is the radial part of \(-\nabla^2\) used in atomic structure calculations, here for one particle and only at points \(r>0\); it says nothing about the origin. Lean applies the product-rule form twice, which requires \(f\) to be twice differentiable at \(r\).

```lean
/-- For `f` differentiable on `r > 0` and twice differentiable at the point `r > 0`,
`P (P f) = -(f'' + 2 f' / r)`. -/
theorem radialMomentum_sq {f : ℝ → ℂ} {r : ℝ} (hr : 0 < r)
    (hf : ∀ s : ℝ, 0 < s → DifferentiableAt ℝ f s) (hf2 : DifferentiableAt ℝ (deriv f) r) :
    radialMomentum (radialMomentum f) r = -(deriv (deriv f) r + 2 * deriv f r / r) := by
  have hr0 : (r : ℂ) ≠ 0 := ofReal_ne_zero.2 hr.ne'
  have e : (deriv f r * r - f r * 1) / (r : ℂ) ^ 2 = deriv f r / r - f r / (r : ℂ) ^ 2 := by
    field_simp
  have hP : HasDerivAt (radialMomentum f)
      (-I * (deriv (deriv f) r + (deriv f r / r - f r / (r : ℂ) ^ 2))) r := by
    rw [← e]
    refine ((hf2.hasDerivAt.fun_add ((hf r hr).hasDerivAt.fun_div
      (hasDerivAt_coe r) hr0)).const_mul (-I)).congr_of_eventuallyEq ?_
    filter_upwards [Ioi_mem_nhds hr] with s hs
    exact radialMomentum_eq hs (hf s hs)
  rw [radialMomentum_eq hr hP.differentiableAt, hP.deriv, radialMomentum_eq hr (hf r hr)]
  linear_combination (deriv (deriv f) r + 2 * deriv f r / r) * I_sq

end

end RadialMomentum
```

```lean
#print axioms RadialMomentum.lagrange_identity
-- 'RadialMomentum.lagrange_identity' depends on axioms: [propext, Classical.choice, Quot.sound]
#print axioms RadialMomentum.deficiency_one_zero
-- 'RadialMomentum.deficiency_one_zero' depends on axioms: [propext, Classical.choice, Quot.sound]
#print axioms RadialMomentum.radialMomentum_sq
-- 'RadialMomentum.radialMomentum_sq' depends on axioms: [propext, Classical.choice, Quot.sound]
```
